# Landé intervals and the unshifted centre of gravity of an L·S multiplet

The levels of the multiplet are fixed here by a list and not by diagonalising a matrix. For two angular momenta $l=a/2$ and $s=b/2$, with $a,b$ natural numbers, the list is $j=l+s-i$ for $i=0,\dots,\min(a,b)$, and level $j$ counts $2j+1$ times. That the product space splits into exactly these levels is taken from the theory of angular momentum addition. The energy formula for a level is derived from matrices.

The Hamiltonian is $\mathbf L\cdot\mathbf S$, with $\hbar=1$ and energies in units of the coupling constant. For one electron in a central field, that constant is the strength of the spin–orbit interaction averaged over the radial motion. It is taken to be the same for all levels of the multiplet.

```lean
import Mathlib

open Matrix
open scoped Kronecker

namespace SpinOrbitMultiplet

noncomputable section

variable {m n : Type*} [Fintype m] [Fintype n] [DecidableEq m] [DecidableEq n]
```

## From J² to the level energy

The two angular momenta act on different factors of a product space, with components numbered $k=0,1,2$ for $x,y,z$. Their coupling is
$$\mathbf L\cdot\mathbf S=\sum_k L_k\otimes S_k .$$

```lean
/-- The coupling `L·S` of two angular momenta that act on different factors of a product space. -/
def coupling (L : Fin 3 → Matrix m m ℂ) (S : Fin 3 → Matrix n n ℂ) :
    Matrix (m × n) (m × n) ℂ :=
  ∑ k, L k ⊗ₖ S k
```

The total angular momentum has components $J_k=L_k\otimes 1+1\otimes S_k$, and $J^2=\sum_k J_k^2$.

```lean
/-- The square `J²` of the total angular momentum `J = L ⊗ 1 + 1 ⊗ S`. -/
def totalSq (L : Fin 3 → Matrix m m ℂ) (S : Fin 3 → Matrix n n ℂ) :
    Matrix (m × n) (m × n) ℂ :=
  ∑ k, (L k ⊗ₖ (1 : Matrix n n ℂ) + (1 : Matrix m m ℂ) ⊗ₖ S k) *
    (L k ⊗ₖ (1 : Matrix n n ℂ) + (1 : Matrix m m ℂ) ⊗ₖ S k)
```

The energy assigned to level $j$ is
$$E(j)=\tfrac12\bigl[j(j+1)-l(l+1)-s(s+1)\bigr].$$

```lean
/-- The energy of the level `j` in units of the coupling constant. -/
def levelEnergy (l s j : ℝ) : ℝ :=
  (j * (j + 1) - l * (l + 1) - s * (s + 1)) / 2
```

The degeneracy-weighted sum of a function $f$ over the multiplet is
$$\sum_{i=0}^{\min(a,b)}(2j_i+1)\,f(j_i),\qquad j_i=l+s-i .$$
For $b\le a$ the index runs from $0$ to $b$.

```lean
/-- The sum of `f j` over the levels `j = l + s, l + s - 1, …, |l - s|` with `l = a/2` and
`s = b/2`, each level weighted by its degeneracy `2j + 1`. -/
def multipletSum (a b : ℕ) (f : ℝ → ℝ) : ℝ :=
  ∑ i ∈ Finset.range (min a b + 1),
    (2 * ((a : ℝ) / 2 + b / 2 - i) + 1) * f ((a : ℝ) / 2 + b / 2 - i)
```

To justify $E(j)$, square one component. Both mixed products equal $L_k\otimes S_k$, because the factors act on different spaces:
$$J_k^2=L_k^2\otimes1+1\otimes S_k^2+2\,L_k\otimes S_k .$$
Summing over $k$ gives $J^2=L^2\otimes 1+1\otimes S^2+2\,\mathbf L\cdot\mathbf S$.

```lean
/-- The square of the total angular momentum is `J² = L² + S² + 2 L·S`. -/
theorem totalSq_eq (L : Fin 3 → Matrix m m ℂ) (S : Fin 3 → Matrix n n ℂ) :
    totalSq L S = (∑ k, L k * L k) ⊗ₖ (1 : Matrix n n ℂ)
      + (1 : Matrix m m ℂ) ⊗ₖ (∑ k, S k * S k) + (2 : ℂ) • coupling L S := by
  -- the mixed products agree because L and S act on different factors
  have h : ∀ k, (L k ⊗ₖ (1 : Matrix n n ℂ) + (1 : Matrix m m ℂ) ⊗ₖ S k) *
      (L k ⊗ₖ (1 : Matrix n n ℂ) + (1 : Matrix m m ℂ) ⊗ₖ S k)
      = (L k * L k) ⊗ₖ (1 : Matrix n n ℂ) + (1 : Matrix m m ℂ) ⊗ₖ (S k * S k)
        + (2 : ℂ) • (L k ⊗ₖ S k) := by
    intro k
    rw [add_mul, mul_add, mul_add]
    simp only [← Matrix.mul_kronecker_mul, Matrix.one_mul, Matrix.mul_one]
    module
  unfold totalSq coupling
  simp only [h, Fin.sum_univ_three, Matrix.add_kronecker, Matrix.kronecker_add]
  module
```

The inner statement `h` is the identity for one component. The rule `Matrix.mul_kronecker_mul` multiplies the factors separately, and `module` collects the terms. No commutation relation between the components of $\mathbf L$ is used.

Now let $L^2=l(l+1)$ and $S^2=s(s+1)$ on their spaces, and let $J^2\psi=j(j+1)\psi$. Then
$$j(j+1)\psi=l(l+1)\psi+s(s+1)\psi+2\,\mathbf L\cdot\mathbf S\,\psi ,$$
and solving for the last term gives $\mathbf L\cdot\mathbf S\,\psi=E(j)\psi$.

```lean
/-- If `L² = l(l+1)` and `S² = s(s+1)`, then a state with `J² = j(j+1)` is mapped by `L·S` to
`levelEnergy l s j` times itself. -/
theorem coupling_mulVec (L : Fin 3 → Matrix m m ℂ) (S : Fin 3 → Matrix n n ℂ) (l s j : ℝ)
    (hL : ∑ k, L k * L k = ((l * (l + 1) : ℝ) : ℂ) • (1 : Matrix m m ℂ))
    (hS : ∑ k, S k * S k = ((s * (s + 1) : ℝ) : ℂ) • (1 : Matrix n n ℂ))
    (ψ : m × n → ℂ) (hJ : totalSq L S *ᵥ ψ = ((j * (j + 1) : ℝ) : ℂ) • ψ) :
    coupling L S *ᵥ ψ = ((levelEnergy l s j : ℝ) : ℂ) • ψ := by
  rw [totalSq_eq, hL, hS, Matrix.smul_kronecker, Matrix.kronecker_smul,
    Matrix.one_kronecker_one] at hJ
  simp only [Matrix.add_mulVec, Matrix.smul_mulVec, Matrix.one_mulVec] at hJ
  funext p
  have hp := congrFun hJ p
  simp only [Pi.add_apply, Pi.smul_apply, smul_eq_mul] at hp ⊢
  unfold levelEnergy
  push_cast at hp ⊢
  linear_combination hp / 2
```

The three conditions are the hypotheses `hL`, `hS` and `hJ`. The matrices are finite and complex, and $l,s,j$ may be any real numbers for which the conditions hold. The proof inserts the expansion of $J^2$ into `hJ`, takes one component of the vector equation, and solves it with `linear_combination hp / 2`.

## Two spins one half in the singlet

The smallest case with a non-trivial coupling uses the spin-half matrices, which are half the Pauli matrices. An orbital angular momentum has integer $l$, so this pair of spins tests the algebra and is not itself a spin–orbit multiplet.

```lean
/-- The three components of a spin one half. -/
def spinHalf : Fin 3 → Matrix (Fin 2) (Fin 2) ℂ :=
  ![!![0, 1 / 2; 1 / 2, 0], !![0, -Complex.I / 2; Complex.I / 2, 0], !![1 / 2, 0; 0, -1 / 2]]
```

With basis states $|0\rangle$ (up) and $|1\rangle$ (down), the normalised singlet is $(|01\rangle-|10\rangle)/\sqrt2$. The code omits the factor $1/\sqrt2$.

```lean
/-- The antisymmetric state of two spins one half, not normalised. -/
def singlet : Fin 2 × Fin 2 → ℂ :=
  fun p => !![0, 1; -1, 0] p.1 p.2
```

Each spin component squares to $1/4$, so $S^2=3/4=\tfrac12(\tfrac12+1)$. Every $J_k$ annihilates $|01\rangle-|10\rangle$, since the contributions of the first and the second spin cancel:
$$\begin{aligned}
J_0:&\quad \tfrac12(|11\rangle-|00\rangle)+\tfrac12(|00\rangle-|11\rangle)=0,\\
J_1:&\quad \tfrac i2(|11\rangle+|00\rangle)-\tfrac i2(|00\rangle+|11\rangle)=0,\\
J_2:&\quad \tfrac12(|01\rangle+|10\rangle)-\tfrac12(|01\rangle+|10\rangle)=0 .
\end{aligned}$$
Hence $J^2$ gives zero as well, which is $j=0$.

```lean
/-- Two spins one half in the singlet state satisfy the hypotheses of `coupling_mulVec` with
`l = s = 1/2` and `j = 0`, and the singlet state is not zero. -/
theorem coupling_mulVec_witness :
    ∑ k, spinHalf k * spinHalf k
        = ((1 / 2 * (1 / 2 + 1) : ℝ) : ℂ) • (1 : Matrix (Fin 2) (Fin 2) ℂ) ∧
      totalSq spinHalf spinHalf *ᵥ singlet = ((0 * (0 + 1) : ℝ) : ℂ) • singlet ∧
      singlet ≠ 0 := by
  refine ⟨?_, ?_, ?_⟩
  · ext i j
    fin_cases i <;> fin_cases j <;>
      simp [spinHalf, Fin.sum_univ_three] <;>
      ring_nf <;> norm_num [Complex.I_sq]
  · -- every component of J annihilates the singlet
    have h : ∀ k, (spinHalf k ⊗ₖ (1 : Matrix (Fin 2) (Fin 2) ℂ)
        + (1 : Matrix (Fin 2) (Fin 2) ℂ) ⊗ₖ spinHalf k) *ᵥ singlet = 0 := by
      intro k
      ext ⟨i, j⟩
      fin_cases k <;> fin_cases i <;> fin_cases j <;>
        simp [spinHalf, singlet, Matrix.mulVec, dotProduct, Fintype.sum_prod_type,
          Fin.sum_univ_two, Matrix.kroneckerMap_apply, Matrix.one_apply] <;>
        ring
    unfold totalSq
    rw [Fin.sum_univ_three, Matrix.add_mulVec, Matrix.add_mulVec, ← Matrix.mulVec_mulVec,
      ← Matrix.mulVec_mulVec, ← Matrix.mulVec_mulVec, h 0, h 1, h 2]
    simp
  · intro h
    have h01 := congrFun h (0, 1)
    simp [singlet] at h01
```

The theorem confirms the conditions of `coupling_mulVec` for a nonzero state. The energy is then $E(0)=\tfrac12(0-\tfrac34-\tfrac34)=-\tfrac34$. In the proof, the matrix entries are checked case by case, and $J^2\psi$ is computed as $\sum_k J_k(J_k\psi)$.

## The interval between neighbouring levels

The terms in $l$ and $s$ are the same for both levels and cancel:
$$E(j)-E(j-1)=\tfrac12\bigl[j(j+1)-(j-1)j\bigr]=j .$$

```lean
/-- Landé interval rule: the levels `j` and `j - 1` are separated by `j`, in units of the
coupling constant. -/
theorem lande_interval (l s j : ℝ) :
    levelEnergy l s j - levelEnergy l s (j - 1) = j := by
  unfold levelEnergy
  ring
```

The identity holds for all real $l,s,j$. It describes a spacing in the spectrum when $j$ and $j-1$ both belong to the multiplet, which requires $a,b\ge1$. The interval belongs to the upper of the two $j$ values.

## Sums that telescope

Suppose a function $F$ satisfies, for every real $j$,
$$(2j+1)f(j)=F\bigl((j+1)^2\bigr)-F\bigl(j^2\bigr).$$
Since $j_{i+1}+1=j_i$, the subtracted term of one level cancels the leading term of the next level down. Only the ends remain. The lowest level is $l+s-\min(a,b)=|l-s|$, so
$$\sum_i(2j_i+1)f(j_i)=F\bigl((l+s+1)^2\bigr)-F\bigl((l-s)^2\bigr).$$

```lean
/-- If `(2j+1) f(j)` is the difference of `F` between `(j+1)²` and `j²`, the sum of `f` over the
multiplet is the difference of `F` between `(l+s+1)²` and `(l-s)²`. -/
theorem multipletSum_telescope (a b : ℕ) (f F : ℝ → ℝ)
    (hF : ∀ j, (2 * j + 1) * f j = F ((j + 1) ^ 2) - F (j ^ 2)) :
    multipletSum a b f
      = F (((a : ℝ) / 2 + b / 2 + 1) ^ 2) - F (((a : ℝ) / 2 - b / 2) ^ 2) := by
  -- the sum over the N highest levels
  have partialSum : ∀ N : ℕ, ∑ i ∈ Finset.range N,
      (2 * ((a : ℝ) / 2 + b / 2 - i) + 1) * f ((a : ℝ) / 2 + b / 2 - i)
      = F (((a : ℝ) / 2 + b / 2 + 1) ^ 2) - F (((a : ℝ) / 2 + b / 2 + 1 - N) ^ 2) := by
    intro N
    induction N with
    | zero => simp
    | succ N ih =>
      have e1 : (a : ℝ) / 2 + b / 2 - N + 1 = (a : ℝ) / 2 + b / 2 + 1 - N := by ring
      have e2 : (a : ℝ) / 2 + b / 2 + 1 - ((N + 1 : ℕ) : ℝ) = (a : ℝ) / 2 + b / 2 - N := by
        push_cast
        ring
      rw [Finset.sum_range_succ, ih, hF, e1, e2]
      ring
  -- the lowest level is |l - s|, whichever of l and s is larger
  have hlow : ((a : ℝ) / 2 + b / 2 + 1 - ((min a b + 1 : ℕ) : ℝ)) ^ 2
      = ((a : ℝ) / 2 - b / 2) ^ 2 := by
    rcases le_total a b with h | h
    · rw [min_eq_left h]
      push_cast
      ring
    · rw [min_eq_right h]
      push_cast
      ring
  unfold multipletSum
  rw [partialSum, hlow]
```

The statement `partialSum` proves the cancellation for the $N$ highest levels by induction on $N$. The statement `hlow` identifies the lower end, treating $a\le b$ and $b\le a$ separately. Because $F$ is evaluated at squares, the sign of $l-s$ does not matter.

Write $u=(l+s+1)^2$ and $v=(l-s)^2$ for the two end points, $A=l(l+1)$, $B=s(s+1)$ and $c=A+B$. Then
$$u-v=(2l+1)(2s+1),\qquad u+v=2c+1,\qquad uv=(A-B)^2 .$$

For $f=1$ take $F(x)=x$, since $(j+1)^2-j^2=2j+1$. The sum is $u-v$, the dimension of the product space:
$$\sum_i(2j_i+1)=(2l+1)(2s+1).$$

```lean
/-- The degeneracies of the multiplet add up to `(2l+1)(2s+1)`, with `l = a/2` and `s = b/2`. -/
theorem multiplet_states (a b : ℕ) :
    multipletSum a b (fun _ => 1) = ((a : ℝ) + 1) * (b + 1) := by
  refine (multipletSum_telescope a b _ (fun u => u) (fun j => by ring)).trans ?_
  ring
```

In Lean the right-hand side is `((a : ℝ) + 1) * (b + 1)`, because $2l=a$ and $2s=b$.

## The centre of gravity

For $f=E$ take $F(x)=x(x-1-2c)/4$. The required difference is
$$F\bigl((j+1)^2\bigr)-F(j^2)=\frac{2j+1}{4}\bigl[(j+1)^2+j^2-1-2c\bigr]=(2j+1)E(j),$$
and at the end points
$$F(u)-F(v)=\tfrac14(u-v)(u+v-1-2c)=0 .$$

```lean
/-- The centre of gravity of the multiplet is not shifted: the level energies weighted by
`2j + 1` add up to zero. -/
theorem centre_of_gravity (a b : ℕ) :
    multipletSum a b (levelEnergy ((a : ℝ) / 2) ((b : ℝ) / 2)) = 0 := by
  refine (multipletSum_telescope a b _
    (fun u => u * (u - 1 - 2 * ((a : ℝ) / 2 * (a / 2 + 1) + (b : ℝ) / 2 * (b / 2 + 1))) / 4)
    (fun j => by simp only [levelEnergy]; ring)).trans ?_
  ring
```

Both identities are polynomial, and `ring` verifies each of them. In a first-order treatment of spin–orbit coupling confined to one multiplet with fixed $l$ and $s$, the degeneracy-weighted mean energy therefore stays at its uncoupled value.

## The mean square splitting

For $f=E^2$ take
$$F(x)=\tfrac14\Bigl[\tfrac13x(x-1)^2-c\,x(x-1)+c^2x\Bigr].$$
Between $x=j^2$ and $x=(j+1)^2$, the quantities $x(x-1)^2/3$, $x(x-1)$ and $x$ grow by $2j+1$ times $j^2(j+1)^2$, $2j(j+1)$ and $1$. Hence $F$ grows by $(2j+1)\bigl[j(j+1)-c\bigr]^2/4=(2j+1)E(j)^2$.

At the end points,
$$\frac{u(u-1)^2-v(v-1)^2}{u-v}=(u+v-1)^2-uv=4c^2-(A-B)^2,$$
$$\frac{u(u-1)-v(v-1)}{u-v}=u+v-1=2c .$$
With $c^2-(A-B)^2=4AB$ this gives
$$F(u)-F(v)=\frac{u-v}{4}\Bigl[\frac{4c^2-(A-B)^2}{3}-2c^2+c^2\Bigr]=\frac{(2l+1)(2s+1)\,l(l+1)\,s(s+1)}{3}.$$

```lean
/-- The squared level energies weighted by `2j + 1` add up to
`(2l+1)(2s+1) l(l+1) s(s+1) / 3`, with `l = a/2` and `s = b/2`. -/
theorem second_moment (a b : ℕ) :
    multipletSum a b (fun j => levelEnergy ((a : ℝ) / 2) ((b : ℝ) / 2) j ^ 2)
      = ((a : ℝ) + 1) * (b + 1) *
        ((a : ℝ) / 2 * (a / 2 + 1)) * ((b : ℝ) / 2 * (b / 2 + 1)) / 3 := by
  refine (multipletSum_telescope a b _
    (fun u => (u * (u - 1) ^ 2 / 3
      - ((a : ℝ) / 2 * (a / 2 + 1) + (b : ℝ) / 2 * (b / 2 + 1)) * (u * (u - 1))
      + ((a : ℝ) / 2 * (a / 2 + 1) + (b : ℝ) / 2 * (b / 2 + 1)) ^ 2 * u) / 4)
    (fun j => by simp only [levelEnergy]; ring)).trans ?_
  ring

end

end SpinOrbitMultiplet
```

The proof again supplies $F$ to `multipletSum_telescope` and leaves the two polynomial identities to `ring`. Divided by the number of states, the result is a mean square energy of $l(l+1)s(s+1)/3$. For two spins one half this is $3/16$, from one state at $-3/4$ and three at $1/4$. If $l$ or $s$ is zero, there is a single level at zero energy and the sum vanishes.

```lean
#print axioms SpinOrbitMultiplet.coupling_mulVec
#print axioms SpinOrbitMultiplet.multiplet_states
#print axioms SpinOrbitMultiplet.centre_of_gravity
#print axioms SpinOrbitMultiplet.second_moment
```

```
'SpinOrbitMultiplet.coupling_mulVec' depends on axioms: [propext, Classical.choice, Quot.sound]
'SpinOrbitMultiplet.multiplet_states' depends on axioms: [propext, Classical.choice, Quot.sound]
'SpinOrbitMultiplet.centre_of_gravity' depends on axioms: [propext, Classical.choice, Quot.sound]
'SpinOrbitMultiplet.second_moment' depends on axioms: [propext, Classical.choice, Quot.sound]
```
